# Cauchy's determinant formula for free-fermion propagators 1/(x − y)

For non-interacting fermions with the propagator 1/(x − y), taken without any prefactor, `cauchy_det` evaluates the determinant of the n × n matrix with entries 1/(x_i − y_j). It equals the product of (x_i − x_j)(y_j − y_i) over all pairs i < j, divided by the product of x_i − y_j over all i and j. The coordinates lie in an arbitrary field, n is finite, and the only condition is that no x_i equals any y_j. The proof is by induction on n: `det_propagator_succ` splits off the first pair, the induction hypothesis evaluates the smaller determinant, and `ring` is left to match the two products.

As first written in Lean, the proof fails:

```lean
import Mathlib

open Finset

namespace CauchyBosonization

noncomputable section

variable {K : Type*} [Field K]

/-- The matrix of free-fermion propagators `1 / (x i - y j)`, for `x i ≠ y j`. -/
def propagator {n : ℕ} (x y : Fin n → K) : Matrix (Fin n) (Fin n) K :=
  Matrix.of fun i j => 1 / (x i - y j)

/-- Removing the first fermion pair from the determinant of propagators leaves the determinant of
the other pairs times an explicit factor, if no `x i` equals any `y j`. -/
theorem det_propagator_succ {n : ℕ} (x y : Fin (n + 1) → K) (h : ∀ i j, x i ≠ y j) :
    (propagator x y).det = 1 / (x 0 - y 0) *
      (∏ i : Fin n, ((x 0 - x i.succ) / (x i.succ - y 0) *
        ((y i.succ - y 0) / (x 0 - y i.succ)))) *
      (propagator (fun i : Fin n => x i.succ) (fun i : Fin n => y i.succ)).det := by
  have hs : ∀ i j, x i - y j ≠ 0 := fun i j => sub_ne_zero.mpr (h i j)
  -- multiples of the first row that clear the first column
  obtain ⟨c, hc0, hcs⟩ : ∃ c : Fin (n + 1) → K, c 0 = 0 ∧
      ∀ i : Fin n, c i.succ = -((x 0 - y 0) / (x i.succ - y 0)) :=
    ⟨(Fin.cons 0 (fun i : Fin n => -((x 0 - y 0) / (x i.succ - y 0))) : Fin (n + 1) → K),
      rfl, fun _ => rfl⟩
  obtain ⟨A, hA⟩ : ∃ A : Matrix (Fin (n + 1)) (Fin (n + 1)) K,
      ∀ i j, A i j = propagator x y i j + c i * propagator x y 0 j :=
    ⟨Matrix.of fun i j => propagator x y i j + c i * propagator x y 0 j, fun _ _ => rfl⟩
  have hdet : A.det = (propagator x y).det :=
    Matrix.det_eq_of_forall_row_eq_smul_add_const c 0 hc0 hA
  have h00 : A 0 0 = 1 / (x 0 - y 0) := by
    rw [hA, hc0, zero_mul, add_zero]
    rfl
  have h0 : ∀ i : Fin n, A i.succ 0 = 0 := by
    intro i
    have h1 := hs i.succ 0
    have h2 := hs 0 0
    have h3 : (x 0 - y 0) / (x i.succ - y 0) * (1 / (x 0 - y 0)) = 1 / (x i.succ - y 0) := by
      field_simp
    simp only [hA, hcs, propagator, Matrix.of_apply]
    linear_combination -h3
  -- the remaining minor is a smaller propagator matrix with rescaled rows and columns
  have hm : (A.submatrix Fin.succ Fin.succ).det =
      (∏ i : Fin n, (x 0 - x i.succ) / (x i.succ - y 0)) *
      ((∏ i : Fin n, (y i.succ - y 0) / (x 0 - y i.succ)) *
      (propagator (fun i : Fin n => x i.succ) (fun i : Fin n => y i.succ)).det) := by
    rw [← Matrix.det_mul_row, ← Matrix.det_mul_column]
    congr 1
    ext i j
    have h1 := hs i.succ 0
    have h2 := hs 0 j.succ
    have h3 := hs i.succ j.succ
    simp only [Matrix.submatrix_apply, Matrix.of_apply, hA, hcs, propagator]
    field_simp
    ring
  rw [← hdet, Matrix.det_succ_column_zero, Fin.sum_univ_succ]
  simp only [h0, mul_zero, zero_mul, Finset.sum_const_zero, add_zero, Fin.val_zero, pow_zero,
    one_mul, Fin.succAbove_zero]
  rw [hm, h00, Finset.prod_mul_distrib]
  ring

/-- Cauchy's determinant identity for the matrix of free-fermion propagators, if no `x i` equals any
`y j`. -/
theorem cauchy_det {n : ℕ} (x y : Fin n → K) (h : ∀ i j, x i ≠ y j) :
    (propagator x y).det =
      (∏ i, ∏ j ∈ Ioi i, (x i - x j) * (y j - y i)) / ∏ i, ∏ j, (x i - y j) := by
  induction n with
  | zero => simp
  | succ n ih =>
    rw [det_propagator_succ x y h,
      ih (fun i => x i.succ) (fun i => y i.succ) (fun i j => h i.succ j.succ)]
    simp only [Fin.prod_univ_succ, Fin.prod_Ioi_zero, Fin.prod_Ioi_succ,
      Finset.prod_mul_distrib, Finset.prod_div_distrib]
    ring

end

end CauchyBosonization
```

Compiling this gives:

```
Try this:
  [apply] ring_nf
  
  The `ring` tactic failed to close the goal. Use `ring_nf` to obtain a normal form.
    
  Note that `ring` works primarily in *commutative* rings. If you have a noncommutative ring, abelian group or module, consider using `noncomm_ring`, `abel` or `module` instead.
Main.lean:71:14: error: unsolved goals
case succ
K : Type u_1
inst✝ : Field K
n : ℕ
ih :
  ∀ (x y : Fin n → K),
    (∀ (i j : Fin n), x i ≠ y j) →
      (propagator x y).det = (∏ i, ∏ j > i, (x i - x j) * (y j - y i)) / ∏ i, ∏ j, (x i - y j)
x y : Fin (n + 1) → K
h : ∀ (i j : Fin (n + 1)), x i ≠ y j
⊢ (((((x 0 - y 0)⁻¹ * ∏ x_1, (x 0 - x x_1.succ)) * (∏ x_1, (-y 0 + x x_1.succ))⁻¹ * ∏ x, (-y 0 + y x.succ)) *
            (∏ x_1, (x 0 - y x_1.succ))⁻¹ *
          ∏ x_1, ∏ x_2 > x_1, (x x_1.succ - x x_2.succ)) *
        ∏ x, ∏ x_1 > x, (-y x.succ + y x_1.succ)) *
      (∏ i, ∏ j, (x i.succ - y j.succ))⁻¹ =
    ((((∏ x_1, (x 0 - x x_1.succ)) * ∏ x, (-y 0 + y x.succ)) * ∏ x_1, ∏ x_2 > x_1, (x x_1.succ - x x_2.succ)) *
        ∏ x, ∏ x_1 > x, (-y x.succ + y x_1.succ)) *
      (((x 0 * ∏ x_1, (-y 0 + x x_1.succ)) * ∏ x_1, (x 0 - y x_1.succ)) * ∏ i, ∏ j, (x i.succ - y j.succ) -
          ((y 0 * ∏ x_1, (-y 0 + x x_1.succ)) * ∏ x_1, (x 0 - y x_1.succ)) * ∏ i, ∏ j, (x i.succ - y j.succ))⁻¹
```

Fix (accepted with no message):

```diff
@@ -74,4 +74,6 @@
     simp only [Fin.prod_univ_succ, Fin.prod_Ioi_zero, Fin.prod_Ioi_succ,
       Finset.prod_mul_distrib, Finset.prod_div_distrib]
+    -- invert the denominator factor by factor
+    simp only [div_eq_mul_inv, mul_inv]
     ring
 
```

Diagnosis. The error is an unsolved goal in the induction step. The final `ring` did not prove the equality and fell back to `ring_nf`, whose normal form is the goal shown. The suggestion to use `ring_nf` is therefore no cure.

The two sides differ in how x₀ − y₀ is inverted. On the left, `(x 0 - y 0)⁻¹` is a factor of its own. On the right, x₀ − y₀ stood inside one large denominator, and `ring` multiplied that denominator out before inverting it. This gave a difference of two long products, and `ring` treats the inverse of such a sum as a single unknown quantity. It could not split this again into `(x 0 - y 0)⁻¹` and the other inverses.

The added `simp only [div_eq_mul_inv, mul_inv]` writes division as multiplication by an inverse and distributes the inverse over the factors before `ring` can expand them. Both sides then contain the same inverses, and `ring` only has to reorder factors. The other added line is a comment.
